# The frequency ratio of two one-pole atoms fixed by their C6 coefficient relative to the geometric mean

In London's formula, two atoms with one excitation frequency each, `w` and `v`, and static polarizabilities `a` and `b` have the C6 coefficient (3/2)ab·wv/(w + v), in atomic units. The declaration `pairRatio_eq_iff_frequency` concerns this coefficient divided by the geometric mean of the two like-pair coefficients. For positive polarizabilities, `v > 0`, `w ≥ v` and `0 < q ≤ 1`, it states that the quotient equals `q` exactly when w = v((1 + √(1 − q²))/q)². The proof calls the expression inside the outer square `t` and shows that the frequency `v * t ^ 2` gives the value `q`. No other frequency from `v` upwards can give it, because the quotient is strictly decreasing there.

As first written in Lean, the proof fails:

```lean
import Mathlib

open Filter Topology

namespace GeometricMeanCombinationRule

noncomputable section

/-- The London C6 coefficient of two one-pole atoms with static polarizabilities `a`, `b`
and frequencies `w`, `v`, in atomic units. -/
def londonC6 (a b w v : ℝ) : ℝ := 3 / 2 * a * b * (w * v / (w + v))

/-- The unlike-pair C6 coefficient divided by the geometric mean of the two like-pair
coefficients. -/
def pairRatio (a b w v : ℝ) : ℝ :=
  londonC6 a b w v / √(londonC6 a a w w * londonC6 b b v v)

variable {a b w v : ℝ}

/-- The C6 coefficient of two identical one-pole atoms is three quarters of the squared
polarizability times the frequency. -/
theorem londonC6_self (a : ℝ) (hw : 0 < w) : londonC6 a a w w = 3 / 4 * a ^ 2 * w := by
  have h : w * w / (w + w) = w / 2 := by
    rw [div_eq_iff (by positivity)]
    ring
  rw [londonC6, h]
  ring

/-- The ratio of the unlike-pair C6 to the geometric mean is `2 √(w v) / (w + v)`, for all positive
polarizabilities and frequencies. -/
theorem pairRatio_eq (ha : 0 < a) (hb : 0 < b) (hw : 0 < w) (hv : 0 < v) :
    pairRatio a b w v = 2 * √(w * v) / (w + v) := by
  have hwv : 0 < w * v := mul_pos hw hv
  have hr : 0 < √(w * v) := Real.sqrt_pos.2 hwv
  have hs : √(w * v) ^ 2 = w * v := Real.sq_sqrt hwv.le
  have hsum : w + v ≠ 0 := by positivity
  -- the product of the like-pair coefficients is a perfect square
  have h : londonC6 a a w w * londonC6 b b v v = (3 / 4 * a * b * √(w * v)) ^ 2 := by
    rw [londonC6_self a hw, londonC6_self b hv, mul_pow, hs]
    ring
  have hd : w * v / (w + v) * (w + v) = w * v := div_mul_cancel₀ _ hsum
  rw [pairRatio, h, Real.sqrt_sq (by positivity), londonC6,
    div_eq_div_iff (by positivity) hsum]
  linear_combination 3 / 2 * a * b * hd - 3 / 2 * a * b * hs

/-- The ratio written in terms of the square roots of the two frequencies. -/
theorem pairRatio_eq_sqrt (ha : 0 < a) (hb : 0 < b) (hw : 0 < w) (hv : 0 < v) :
    pairRatio a b w v = 2 * (√w * √v) / (√w ^ 2 + √v ^ 2) := by
  rw [pairRatio_eq ha hb hw hv, Real.sqrt_mul hw.le, Real.sq_sqrt hw.le, Real.sq_sqrt hv.le]

/-- With one frequency `v` held fixed, the ratio of the unlike-pair C6 to the geometric mean
decreases strictly as the other frequency grows from `v` upwards, and tends to zero. -/
theorem pairRatio_strictAntiOn_and_tendsto_zero (ha : 0 < a) (hb : 0 < b) (hv : 0 < v) :
    StrictAntiOn (fun w => pairRatio a b w v) (Set.Ici v) ∧
      Tendsto (fun w => pairRatio a b w v) atTop (𝓝 0) := by
  have hs : 0 < √v := Real.sqrt_pos.2 hv
  constructor
  · intro w₁ h₁ w₂ _ h₁₂
    have h₁' : v ≤ w₁ := h₁
    have hw₁ : 0 < w₁ := lt_of_lt_of_le hv h₁'
    have hw₂ : 0 < w₂ := hw₁.trans h₁₂
    have hsx : √v ≤ √w₁ := Real.sqrt_le_sqrt h₁'
    have hxy : √w₁ < √w₂ := Real.sqrt_lt_sqrt hw₁.le h₁₂
    have hx : 0 < √w₁ := Real.sqrt_pos.2 hw₁
    have hy : 0 < √w₂ := Real.sqrt_pos.2 hw₂
    -- the sign of the difference is that of `√w₁ √w₂ - v`
    have hprod : √v ^ 2 < √w₁ * √w₂ := by
      nlinarith [mul_pos hx (sub_pos.2 hxy), mul_nonneg hs.le (sub_nonneg.2 hsx),
        mul_nonneg hx.le (sub_nonneg.2 hsx)]
    have key := mul_pos (mul_pos hs (sub_pos.2 hxy)) (sub_pos.2 hprod)
    change pairRatio a b w₂ v < pairRatio a b w₁ v
    rw [pairRatio_eq_sqrt ha hb hw₂ hv, pairRatio_eq_sqrt ha hb hw₁ hv,
      div_lt_div_iff₀ (by positivity) (by positivity)]
    nlinarith [key]
  · -- squeeze between zero and `2 √v / √w`
    have hlim : Tendsto (fun w : ℝ => 2 * √v / √w) atTop (𝓝 0) :=
      Real.tendsto_sqrt_atTop.const_div_atTop (2 * √v)
    refine squeeze_zero' ?_ ?_ hlim
    · filter_upwards [eventually_gt_atTop (0 : ℝ)] with w hw
      rw [pairRatio_eq_sqrt ha hb hw hv]
      positivity
    · filter_upwards [eventually_gt_atTop (0 : ℝ)] with w hw
      have hx : 0 < √w := Real.sqrt_pos.2 hw
      rw [pairRatio_eq_sqrt ha hb hw hv, div_le_div_iff₀ (by positivity) hx]
      nlinarith [pow_pos hs 3]

/-- For `w ≥ v` and `0 < q ≤ 1`, the ratio equals `q` if and only if `w = v ((1 + √(1 - q²)) / q)²`.
-/
theorem pairRatio_eq_iff_frequency {q : ℝ} (ha : 0 < a) (hb : 0 < b) (hv : 0 < v)
    (hq : 0 < q) (hq1 : q ≤ 1) (hvw : v ≤ w) :
    pairRatio a b w v = q ↔ w = v * ((1 + √(1 - q ^ 2)) / q) ^ 2 := by
  have hr : √(1 - q ^ 2) ^ 2 = 1 - q ^ 2 := Real.sq_sqrt (by nlinarith)
  have hr0 : 0 ≤ √(1 - q ^ 2) := Real.sqrt_nonneg _
  obtain ⟨t, ht⟩ : ∃ t, t = (1 + √(1 - q ^ 2)) / q := ⟨_, rfl⟩
  have htq : t * q = 1 + √(1 - q ^ 2) := by rw [ht, div_mul_cancel₀ _ hq.ne']
  have ht1 : 1 ≤ t := by
    rw [ht, le_div_iff₀ hq]
    linarith
  have ht0 : 0 < t := by linarith
  -- `t` is the root of `q (t² + 1) = 2 t` that is at least one
  have hroot : q * (t ^ 2 + 1) = 2 * t := by
    apply mul_left_cancel₀ hq.ne'
    linear_combination (t * q + 1 + √(1 - q ^ 2) - 2) * htq + hr
  have hvt : v ≤ v * t ^ 2 := by nlinarith [mul_nonneg hv.le (sub_nonneg.2 ht1),
    mul_nonneg (mul_nonneg hv.le ht0.le) (sub_nonneg.2 ht1)]
  have hval : pairRatio a b (v * t ^ 2) v = q := by
    have hsq : √(v * t ^ 2 * v) = v * t := by
      rw [show v * t ^ 2 * v = (v * t) ^ 2 by ring, Real.sqrt_sq (by positivity)]
    rw [pairRatio_eq ha hb (by positivity) hv, hsq, div_eq_iff (by positivity)]
    linear_combination -v * hroot
  rw [← ht]
  constructor
  · intro h
    exact (pairRatio_strictAntiOn_and_tendsto_zero ha hb hv).1.injOn hvw hvt
      (h.trans hval.symm)
  · intro h
    rw [h, hval]

end

end GeometricMeanCombinationRule
```

Compiling this gives:

```
Main.lean:105:14: error: unexpected token '('; expected ']'
Main.lean:105:4: error: typeclass instance problem is stuck
  PosMulMono ?m.439

Note: Lean will not try to resolve this typeclass instance problem because the first, second, third, and fourth type arguments to `PosMulMono` contain metavariables. These arguments must be fully determined before Lean will try to resolve the typeclass.

Hint: Adding type annotations and supplying implicit arguments to functions can give Lean more information for typeclass resolution. For example, if you have a variable `x` that you intend to be a `Nat`, but Lean reports it as having an unresolved type like `?m`, replacing `x` with `(x : Nat)` can get typeclass resolution un-stuck.
Main.lean:91:68: error: unsolved goals
a b w v q : ℝ
ha : 0 < a
hb : 0 < b
hv : 0 < v
hq : 0 < q
hq1 : q ≤ 1
hvw : v ≤ w
hr : √(1 - q ^ 2) ^ 2 = 1 - q ^ 2
hr0 : 0 ≤ √(1 - q ^ 2)
t : ℝ
ht : t = (1 + √(1 - q ^ 2)) / q
htq : t * q = 1 + √(1 - q ^ 2)
ht1 : 1 ≤ t
ht0 : 0 < t
hroot : q * (t ^ 2 + 1) = 2 * t
hvt : v ≤ v * t ^ 2
⊢ pairRatio a b w v = q ↔ w = v * ((1 + √(1 - q ^ 2)) / q) ^ 2
```

As a diff, the version that Lean accepts:

```diff
@@ -102,6 +102,7 @@
     apply mul_left_cancel₀ hq.ne'
     linear_combination (t * q + 1 + √(1 - q ^ 2) - 2) * htq + hr
-  have hvt : v ≤ v * t ^ 2 := by nlinarith [mul_nonneg hv.le (sub_nonneg.2 ht1),
-    mul_nonneg (mul_nonneg hv.le ht0.le) (sub_nonneg.2 ht1)]
+  have hvt : v ≤ v * t ^ 2 := by
+    nlinarith [mul_nonneg hv.le (sub_nonneg.2 ht1),
+      mul_nonneg (mul_nonneg hv.le ht0.le) (sub_nonneg.2 ht1)]
   have hval : pairRatio a b (v * t ^ 2) v = q := by
     have hsq : √(v * t ^ 2 * v) = v * t := by
```

Cause. The first error is one of layout. In the proof of `hvt`, `nlinarith` stands on the same line as `by`, and its column becomes the reference column of the tactic block. Arguments of a function must stand to the right of that column. On the next line the `(` after `mul_nonneg` is well to the left of it, so Lean ends the term at `mul_nonneg` and expects `]`.

The other two errors follow from this. `mul_nonneg` without its arguments leaves the types undetermined, so the instance `PosMulMono` cannot be found. The rest of the proof after `hvt` is not read as part of it, and the main goal is reported as unsolved.

The repair puts `nlinarith` on its own line, near the left margin, so that the arguments on the following line are to the right of the reference column. The terms given to `nlinarith` are unchanged, and the deeper indentation of the second of them is mere tidying.
